# Order-weighted projections of the Rayleigh–Schrödinger equations onto the state corrections

The theorem `weighted_ket` concerns linear maps H₀ and V on a complex inner product space, with real energy coefficients E_k and state corrections ψ_k that obey the Rayleigh–Schrödinger order equations up to order M; neither symmetry of the maps nor normalisation of the states is assumed. For each n ≤ M it says that the sum over i + j = n of j(⟨ψ_i, H₀ψ_j⟩ + ⟨ψ_i, Vψ_{j−1}⟩), with no V term at j = 0, equals the sum over i + k + l = n of (k + l)E_k⟨ψ_i, ψ_l⟩. The attempt first exchanges two of the orders in the triple sum by `triple_swap`. It then compares the sums term by term, putting in the order equation for ψ_j and expanding the inner product.

The first attempt, which Lean rejects:

```lean
import Mathlib

open Finset
open scoped InnerProductSpace

namespace OrderByOrderHellmannFeynman

noncomputable section

variable {F : Type*} [NormedAddCommGroup F] [InnerProductSpace ℂ F]

/-- The perturbation acting on the state correction of the previous order; zero at order zero. -/
def driveTerm (V : F →ₗ[ℂ] F) (ψ : ℕ → F) : ℕ → F
  | 0 => 0
  | n + 1 => V (ψ n)

/-- The Rayleigh-Schroedinger order equations `H0 ψ_n + V ψ_(n-1) = ∑ E_k ψ_(n-k)` for all orders `n
≤ M`, with no `V` term at order zero. -/
def OrderEquations (H0 V : F →ₗ[ℂ] F) (E : ℕ → ℝ) (ψ : ℕ → F) (M : ℕ) : Prop :=
  ∀ n ≤ M, H0 (ψ n) + driveTerm V ψ n = ∑ p ∈ antidiagonal n, (E p.1 : ℂ) • ψ p.2

/-- In a sum over three orders with fixed total, the first two orders may be exchanged. -/
theorem triple_swap (f : ℕ → ℕ → ℕ → ℂ) (n : ℕ) :
    ∑ p ∈ antidiagonal n, ∑ q ∈ antidiagonal p.2, f p.1 q.1 q.2 =
      ∑ p ∈ antidiagonal n, ∑ q ∈ antidiagonal p.2, f q.1 p.1 q.2 := by
  rw [sum_sigma', sum_sigma']
  refine sum_nbij' (fun x => ⟨(x.2.1, x.1.1 + x.2.2), (x.1.1, x.2.2)⟩)
    (fun x => ⟨(x.2.1, x.1.1 + x.2.2), (x.1.1, x.2.2)⟩) ?_ ?_ ?_ ?_ ?_
  all_goals
    rintro ⟨⟨a, b⟩, ⟨c, d⟩⟩ h
    simp only [mem_sigma, HasAntidiagonal.mem_antidiagonal] at h
    obtain ⟨h1, h2⟩ := h
    subst h2
    first
      | rfl
      | (simp only [mem_sigma, HasAntidiagonal.mem_antidiagonal, and_true]; omega)

variable {H0 V : F →ₗ[ℂ] F} {E : ℕ → ℝ} {ψ : ℕ → F} {M : ℕ}

/-- The order equations projected from the left on the state corrections, each weighted by its
order and summed at fixed total order. -/
theorem weighted_ket (h : OrderEquations H0 V E ψ M) {n : ℕ} (hn : n ≤ M) :
    ∑ p ∈ antidiagonal n, (p.2 : ℂ) * ⟪ψ p.1, H0 (ψ p.2)⟫_ℂ +
      ∑ p ∈ antidiagonal n, (p.2 : ℂ) * ⟪ψ p.1, driveTerm V ψ p.2⟫_ℂ =
    ∑ p ∈ antidiagonal n, ∑ q ∈ antidiagonal p.2,
      ((p.1 : ℂ) + q.2) * ((E p.1 : ℂ) * ⟪ψ q.1, ψ q.2⟫_ℂ) := by
  refine Eq.trans ?_
    (triple_swap (fun i k l => ((k : ℂ) + l) * ((E k : ℂ) * ⟪ψ i, ψ l⟫_ℂ)) n)
  rw [← Finset.sum_add_distrib]
  refine Finset.sum_congr rfl fun p hp => ?_
  have hp' := Finset.mem_antidiagonal.mp hp
  rw [← mul_add, ← inner_add_right, h p.2 (by omega), inner_sum, Finset.mul_sum]
  refine Finset.sum_congr rfl fun q hq => ?_
  have hq' : (p.2 : ℂ) = (q.1 : ℂ) + q.2 := by
    exact_mod_cast (Finset.mem_antidiagonal.mp hq).symm
  rw [inner_smul_right, hq']

end

end OrderByOrderHellmannFeynman
```

Lean reports:

```
Main.lean:51:41: error: Application type mismatch: The argument
  hp
has type
  p ∈ HasAntidiagonal.antidiagonal n
but is expected to have type
  ?m.171 ∈ Finset.antidiagonal ?m.168 ?m.169 ?m.170
in the application
  Finset.mem_antidiagonal.mp hp
```

The hypothesis `hp` says that `p` lies in `HasAntidiagonal.antidiagonal n`, the set of pairs of orders with sum `n`. The name `Finset.mem_antidiagonal`, however, refers here to a lemma about a different object, `Finset.antidiagonal`, which the message shows taking three arguments. Lean therefore can't apply the lemma to `hp`.

The repair uses `HasAntidiagonal.mem_antidiagonal`, the lemma for the set actually in play, which `triple_swap` already uses. It gives `p.1 + p.2 = n`, from which, with `hn`, `omega` gets the bound `p.2 ≤ M` that the order equation needs. The same replacement is made for `hq`, where the old lemma would have failed in the same way.

The rest is tidying: stating the two equations' types, naming the second one `hq0` before it is cast to the complex numbers, and dropping `Finset.` from names that `open Finset` already makes available.

After these edits no error is left:

```diff
@@ -47,11 +47,11 @@
   refine Eq.trans ?_
     (triple_swap (fun i k l => ((k : ℂ) + l) * ((E k : ℂ) * ⟪ψ i, ψ l⟫_ℂ)) n)
-  rw [← Finset.sum_add_distrib]
-  refine Finset.sum_congr rfl fun p hp => ?_
-  have hp' := Finset.mem_antidiagonal.mp hp
-  rw [← mul_add, ← inner_add_right, h p.2 (by omega), inner_sum, Finset.mul_sum]
-  refine Finset.sum_congr rfl fun q hq => ?_
-  have hq' : (p.2 : ℂ) = (q.1 : ℂ) + q.2 := by
-    exact_mod_cast (Finset.mem_antidiagonal.mp hq).symm
+  rw [← sum_add_distrib]
+  refine sum_congr rfl fun p hp => ?_
+  have hp' : p.1 + p.2 = n := HasAntidiagonal.mem_antidiagonal.mp hp
+  rw [← mul_add, ← inner_add_right, h p.2 (by omega), inner_sum, mul_sum]
+  refine sum_congr rfl fun q hq => ?_
+  have hq0 : q.1 + q.2 = p.2 := HasAntidiagonal.mem_antidiagonal.mp hq
+  have hq' : (p.2 : ℂ) = (q.1 : ℂ) + q.2 := by exact_mod_cast hq0.symm
   rw [inner_smul_right, hq']
 
```
